# A factorial bound on single-particle amplitudes for Hermitian nearest-neighbour chains

Take two sites, 0 and 1, with zero on-site energy and a real hopping element v ≠ 0 between them. With ħ = 1, the amplitude to go from one site to the other in time t is

exp(−itH)_01 = −i sin(vt).

Its modulus is at most |vt|. The same bound follows without solving the problem. Write U(t) = exp(−itH) and integrate its derivative:

U(t) − 1 = −i ∫₀ᵗ U(s) H ds.

The identity has no element between different sites, so the whole amplitude sits on the right. There U(s) has norm 1 and H has norm ‖H‖ = |v|, which gives |t|‖H‖. Between sites further apart on a chain, more terms of the short-time series vanish, and repeating the integration gives

|exp(−itH)_jk| ≤ (|t|‖H‖)^d / d!, d = |j − k|,

for Hermitian H with H_jk = 0 whenever |j − k| > 1.

## The propagator and its short-time series

The norm ‖·‖ is the operator norm belonging to the Euclidean length of state vectors; for Hermitian H it is the largest |eigenvalue|. The first steps use only algebraic properties of this norm, so they are stated for elements of a normed algebra `A`, with matrices as the case of interest.

In Lean 4 with Mathlib:

```lean
import Mathlib

open scoped Matrix.Norms.L2Operator

namespace SingleParticleLightCone

noncomputable section

section Algebra

variable {A : Type*} [NormedRing A] [NormedAlgebra ℂ A]
```

The Hamiltonian is time-independent, and t is real.

```lean
/-- The propagator `exp(-itH)` at real time `t`. -/
def propagator (H : A) (t : ℝ) : A :=
  NormedSpace.exp ((-(Complex.I * (t : ℂ))) • H)
```

The first d terms of the series are

S_d(t) = Σ_{m<d} (−it)^m H^m / m!,

so S_0 = 0 and S_1 = 1.

```lean
/-- The first `d` terms of the short-time series, the sum of `(-it)^m H^m / m!` over `m < d`. -/
def shortTimeSeries (H : A) (d : ℕ) (t : ℝ) : A :=
  ∑ m ∈ Finset.range d, ((-(Complex.I * (t : ℂ))) ^ m / (m.factorial : ℂ)) • H ^ m
```

Let E_d = U − S_d be the error after d terms. Differentiating S_{d+1} removes its constant term and lowers every other power of t by one:

S_{d+1}′ = −i S_d H, U′ = −i U H, hence E_{d+1}′ = −i E_d H.

The code differentiates the series by induction in a complex variable z, then sets z = −it by the chain rule.

```lean
/-- The error of the short-time series with `d + 1` terms has as its time derivative `-i` times
the error with `d` terms times `H`. -/
theorem hasDerivAt_error [CompleteSpace A] (H : A) (d : ℕ) (t : ℝ) :
    HasDerivAt (fun s : ℝ => propagator H s - shortTimeSeries H (d + 1) s)
      ((-Complex.I) • ((propagator H t - shortTimeSeries H d t) * H)) t := by
  -- differentiate the truncated exponential series in a complex variable
  have hs : ∀ (z : ℂ) (d : ℕ), HasDerivAt
      (fun w : ℂ => ∑ m ∈ Finset.range (d + 1), (w ^ m / (m.factorial : ℂ)) • H ^ m)
      ((∑ m ∈ Finset.range d, (z ^ m / (m.factorial : ℂ)) • H ^ m) * H) z := by
    intro z d
    induction d with
    | zero => simpa using hasDerivAt_const z (1 : A)
    | succ d ih =>
      have hm : HasDerivAt (fun w : ℂ => (w ^ (d + 1) / ((d + 1).factorial : ℂ)) • H ^ (d + 1))
          ((z ^ d / (d.factorial : ℂ)) • H ^ d * H) z := by
        refine (((hasDerivAt_pow (d + 1) z).div_const
          ((d + 1).factorial : ℂ)).smul_const (H ^ (d + 1))).congr_deriv ?_
        have h1 : (d : ℂ) + 1 ≠ 0 := Nat.cast_add_one_ne_zero d
        have h2 : (d.factorial : ℂ) ≠ 0 := Nat.cast_ne_zero.mpr d.factorial_ne_zero
        rw [smul_mul_assoc, ← pow_succ]
        congr 1
        rw [Nat.factorial_succ]
        push_cast
        field_simp
      rw [Finset.sum_range_succ, add_mul]
      exact (ih.fun_add hm).congr_of_eventuallyEq
        (Filter.Eventually.of_forall fun w => Finset.sum_range_succ _ _)
  have hc := (hasDerivAt_exp_smul_const H (-(Complex.I * (t : ℂ)))).fun_sub
    (hs (-(Complex.I * (t : ℂ))) d)
  rw [← sub_mul] at hc
  -- go over to real time by the chain rule
  have hz : HasDerivAt (fun s : ℝ => -(Complex.I * (s : ℂ))) (-Complex.I) t :=
    ((hasDerivAt_id t).ofReal_comp.const_mul Complex.I).fun_neg.congr_deriv (by simp)
  exact HasDerivAt.scomp (h := fun s : ℝ => -(Complex.I * (s : ℂ))) t hc hz
```

## Unitarity keeps the error to a single term

For self-adjoint H, U†U = 1, and therefore ‖U‖² = ‖U†U‖ = 1. The identity ‖X‖² = ‖X†X‖ is the C*-property assumed of `A` from here on. The proof writes −itH as i times the self-adjoint element −tH, whose exponential is unitary.

```lean
variable [StarRing A] [CStarRing A] [StarModule ℂ A] [CompleteSpace A] [Nontrivial A]

/-- The propagator of a self-adjoint Hamiltonian has operator norm one. -/
theorem norm_propagator {H : A} (hH : IsSelfAdjoint H) (t : ℝ) : ‖propagator H t‖ = 1 := by
  have ha : IsSelfAdjoint ((-(t : ℂ)) • H) := by
    change star _ = _
    rw [star_smul, hH.star_eq]
    congr 1
    simp
  have e : -(Complex.I * (t : ℂ)) = Complex.I * (-(t : ℂ)) := by ring
  rw [propagator, e, ← smul_smul]
  exact CStarRing.norm_coe_unitary (selfAdjoint.expUnitary ⟨_, ha⟩)
```

The claim is now ‖E_d(t)‖ ≤ (|t|‖H‖)^d / d!. For d = 0 the error is U itself, with norm 1. For the step, take t ≥ 0. Since E_{d+1}(0) = 0,

‖E_{d+1}(t)‖ ≤ ∫₀ᵗ (s‖H‖)^d / d! · ‖H‖ ds = (t‖H‖)^(d+1) / (d+1)!.

Bounding the omitted terms one by one would give the sum of (|t|‖H‖)^m / m! over all m ≥ d; unitarity leaves only the first of them.

In place of the integral, the code uses a mean-value inequality: if a function starts at zero, and its derivative is bounded in norm by the derivative of a real comparison function that is non-negative at the start, then its norm never exceeds the comparison function. Here the comparison function is (t‖H‖)^(d+1) / (d+1)!, which is zero at t = 0. Negative times follow because evolving backward under H is evolving forward under −H.

```lean
/-- For a self-adjoint Hamiltonian the short-time series with `d` terms misses the propagator
by at most `(|t| ‖H‖)^d / d!` in operator norm. -/
theorem norm_error_le {H : A} (hH : IsSelfAdjoint H) (d : ℕ) (t : ℝ) :
    ‖propagator H t - shortTimeSeries H d t‖ ≤ (|t| * ‖H‖) ^ d / (d.factorial : ℝ) := by
  -- forward in time: integrate the bound for `d` terms to get the one for `d + 1`
  have key : ∀ {K : A}, IsSelfAdjoint K → ∀ (d : ℕ) (t : ℝ), 0 ≤ t →
      ‖propagator K t - shortTimeSeries K d t‖ ≤ (t * ‖K‖) ^ d / (d.factorial : ℝ) := by
    intro K hK d
    induction d with
    | zero =>
      intro t _
      simp [shortTimeSeries, norm_propagator hK t]
    | succ d ih =>
      intro t ht
      have hB : ∀ s : ℝ, HasDerivAt
          (fun s : ℝ => (s * ‖K‖) ^ (d + 1) / ((d + 1).factorial : ℝ))
          ((s * ‖K‖) ^ d / (d.factorial : ℝ) * ‖K‖) s := by
        intro s
        refine ((((hasDerivAt_id' s).mul_const ‖K‖).fun_pow (d + 1)).div_const
          ((d + 1).factorial : ℝ)).congr_deriv ?_
        rw [Nat.factorial_succ]
        push_cast
        simp only [one_mul]
        field_simp
      refine image_norm_le_of_norm_deriv_right_le_deriv_boundary (a := 0) (b := t)
        (f := fun s : ℝ => propagator K s - shortTimeSeries K (d + 1) s)
        (f' := fun s : ℝ => (-Complex.I) • ((propagator K s - shortTimeSeries K d s) * K))
        (fun s _ => (hasDerivAt_error K d s).continuousAt.continuousWithinAt)
        (fun s _ => (hasDerivAt_error K d s).hasDerivWithinAt) ?_ hB ?_ ⟨ht, le_rfl⟩
      · simp [propagator, shortTimeSeries, Finset.sum_range_succ']
      · intro s hs
        rw [norm_smul, norm_neg, Complex.norm_I, one_mul]
        exact (norm_mul_le _ _).trans
          (mul_le_mul_of_nonneg_right (ih s hs.1) (norm_nonneg _))
  rcases le_total 0 t with ht | ht
  · rw [abs_of_nonneg ht]
    exact key hH d t ht
  · -- backward evolution under `H` is forward evolution under `-H`
    have h := key hH.neg d (-t) (by linarith)
    have e1 : propagator (-H) (-t) = propagator H t := by
      unfold propagator
      congr 1
      push_cast
      module
    have e2 : shortTimeSeries (-H) d (-t) = shortTimeSeries H d t := by
      unfold shortTimeSeries
      refine Finset.sum_congr rfl fun m _ => ?_
      have e : -(Complex.I * ((-t : ℝ) : ℂ)) = -(-(Complex.I * (t : ℂ))) := by
        push_cast
        ring
      rw [e]
      rcases Nat.even_or_odd m with hm | hm
      · rw [hm.neg_pow (-(Complex.I * (t : ℂ))), hm.neg_pow H]
      · rw [hm.neg_pow (-(Complex.I * (t : ℂ))), hm.neg_pow H, neg_div, neg_smul_neg]
    rwa [e1, e2, norm_neg, ← abs_of_nonpos ht] at h

end Algebra
```

## From operators to amplitudes

Let e_k be the unit vector on site k. For any matrix M,

|M_jk| = |(M e_k)_j| ≤ ‖M e_k‖ ≤ ‖M‖.

Applied to M = E_d(t), this bounds the error in each transition amplitude. The sites now form a finite set `ι`, and `propagator H t j k` is the amplitude from k to j.

```lean
variable {ι : Type*} [Fintype ι] [DecidableEq ι]

/-- For Hermitian `H`, each transition amplitude differs from the first `d` terms of its
short-time series by at most `(|t| ‖H‖)^d / d!`. -/
theorem amplitude_error_le {H : Matrix ι ι ℂ} (hH : H.IsHermitian) (d : ℕ) (t : ℝ) (j k : ι) :
    ‖propagator H t j k - ∑ m ∈ Finset.range d,
      (-(Complex.I * (t : ℂ))) ^ m / (m.factorial : ℂ) * (H ^ m) j k‖
      ≤ (|t| * ‖H‖) ^ d / (d.factorial : ℝ) := by
  have : Nonempty ι := ⟨j⟩
  -- a matrix entry is bounded by the operator norm
  have entry : ∀ M : Matrix ι ι ℂ, ‖M j k‖ ≤ ‖M‖ := by
    intro M
    have h := (PiLp.norm_apply_le _ j).trans
      (Matrix.l2_opNorm_mulVec M (EuclideanSpace.single k (1 : ℂ)))
    simpa using h
  have h := (entry _).trans (norm_error_le (show IsSelfAdjoint H from hH) d t)
  simpa only [Matrix.sub_apply, shortTimeSeries, Matrix.sum_apply, Matrix.smul_apply,
    smul_eq_mul] using h
```

## How far m hops reach

Give each site j a position x_j, and suppose that H has no elements between sites further apart than R. In

(H^(m+1))_jk = Σ_l (H^m)_jl H_lk,

a nonzero term needs dist(x_l, x_k) ≤ R. If dist(x_j, x_k) > (m+1)R, the triangle inequality then gives dist(x_j, x_l) > mR, so (H^m)_jl = 0 by induction. For m = 0 the statement is that the identity has no off-diagonal elements.

```lean
/-- If `H` has no matrix elements between sites further apart than `R`, then `H^m` has none
between sites further apart than `m R`. -/
theorem pow_apply_eq_zero {E : Type*} [PseudoMetricSpace E] (x : ι → E) {R : ℝ}
    {H : Matrix ι ι ℂ} (hloc : ∀ j k, R < dist (x j) (x k) → H j k = 0) (m : ℕ) :
    ∀ j k, (m : ℝ) * R < dist (x j) (x k) → (H ^ m) j k = 0 := by
  induction m with
  | zero =>
    intro j k h
    have hjk : j ≠ k := by
      rintro rfl
      simp at h
    rw [pow_zero, Matrix.one_apply_ne hjk]
  | succ m ih =>
    intro j k h
    rw [pow_succ, Matrix.mul_apply]
    refine Finset.sum_eq_zero fun l _ => ?_
    by_cases hl : R < dist (x l) (x k)
    · rw [hloc l k hl, mul_zero]
    · -- the last hop is short, so the first `m` hops would have to go too far
      have htri := dist_triangle (x j) (x l) (x k)
      push_cast at h
      rw [ih j l (by linarith), zero_mul]
```

If d hops are too few to connect j and k, all terms m = 0, …, d of the series vanish in that element. The amplitude equals the error after d + 1 terms and inherits its bound. In this theorem `d` counts insufficient hops; it is not the distance. The positions may lie in any metric space, so lattices in two or three dimensions are included.

```lean
/-- Light cone for sites at any positions `x` in a metric space: if Hermitian `H` has hopping
range `R ≥ 0` and `d` hops cannot connect `j` and `k` because `d R` is less than their distance,
the amplitude is at most `(|t| ‖H‖)^(d+1) / (d+1)!`. -/
theorem lattice_light_cone {E : Type*} [PseudoMetricSpace E] (x : ι → E) {R : ℝ} (hR : 0 ≤ R)
    {H : Matrix ι ι ℂ} (hH : H.IsHermitian)
    (hloc : ∀ j k, R < dist (x j) (x k) → H j k = 0) (t : ℝ) {j k : ι} {d : ℕ}
    (hd : (d : ℝ) * R < dist (x j) (x k)) :
    ‖propagator H t j k‖ ≤ (|t| * ‖H‖) ^ (d + 1) / ((d + 1).factorial : ℝ) := by
  have h := amplitude_error_le hH (d + 1) t j k
  rwa [Finset.sum_eq_zero, sub_zero] at h
  intro m hm
  have hmd : (m : ℝ) ≤ d := by
    exact_mod_cast Nat.lt_succ_iff.mp (Finset.mem_range.mp hm)
  rw [pow_apply_eq_zero x hloc m j k
    ((mul_le_mul_of_nonneg_right hmd hR).trans_lt hd), mul_zero]
```

## The open chain

The chain has sites 0, …, n − 1, and from here d = |j − k|.

```lean
/-- The distance `|j - k|` between two sites of an open chain. -/
def chainDist {n : ℕ} (j k : Fin n) : ℕ := (((j : ℕ) : ℤ) - ((k : ℕ) : ℤ)).natAbs
```

The hypothesis `hloc` is the nearest-neighbour condition. On-site energies and hopping elements may vary along the chain, and the hopping may be complex. Terms with m < d vanish, and the term m = d is the leading amplitude:

exp(−itH)_jk ≈ (−it)^d (H^d)_jk / d!,

with an error of at most (|t|‖H‖)^(d+1) / (d+1)!.

```lean
/-- On a chain with nearest-neighbour hopping, the amplitude between sites at distance `d` is
`(-it)^d (H^d)_jk / d!` up to an error of at most `(|t| ‖H‖)^(d+1) / (d+1)!`, for Hermitian `H`. -/
theorem chain_leading_amplitude {n : ℕ} {H : Matrix (Fin n) (Fin n) ℂ} (hH : H.IsHermitian)
    (hloc : ∀ j k, 1 < chainDist j k → H j k = 0) (t : ℝ) (j k : Fin n) :
    ‖propagator H t j k - (-(Complex.I * (t : ℂ))) ^ chainDist j k /
      ((chainDist j k).factorial : ℂ) * (H ^ chainDist j k) j k‖
      ≤ (|t| * ‖H‖) ^ (chainDist j k + 1) / ((chainDist j k + 1).factorial : ℝ) := by
  have hdist : ∀ a b : Fin n,
      dist ((a : ℕ) : ℤ) ((b : ℕ) : ℤ) = (chainDist a b : ℝ) := by
    intro a b
    simp [chainDist, Int.dist_eq, Nat.cast_natAbs]
  have h := amplitude_error_le hH (chainDist j k + 1) t j k
  rwa [Finset.sum_range_succ, Finset.sum_eq_zero, zero_add] at h
  -- fewer than `d` hops do not reach from `k` to `j`
  intro m hm
  rw [pow_apply_eq_zero (fun a : Fin n => ((a : ℕ) : ℤ)) (R := 1) ?_ m j k ?_, mul_zero]
  · intro a b hab
    rw [hdist] at hab
    exact hloc a b (by exact_mod_cast hab)
  · rw [hdist, mul_one]
    exact_mod_cast Finset.mem_range.mp hm
```

For d ≥ 1 the light-cone bound is the general lattice result with R = 1 and d − 1 insufficient hops. For d = 0 it says that the amplitude to stay is at most 1.

The cone is not sharp as in relativity: amplitudes outside it are bounded, not shown to be zero. The theorem concerns one particle on finitely many sites, and ‖H‖ includes the on-site energies. For such non-interacting tight-binding models, it bounds each element dropped when the exact propagator is truncated to pairs of sites within a chosen distance.

```lean
/-- Single-particle light cone: for Hermitian `H` on a chain with nearest-neighbour hopping,
the amplitude between sites at distance `d` is at most `(|t| ‖H‖)^d / d!`. -/
theorem chain_light_cone {n : ℕ} {H : Matrix (Fin n) (Fin n) ℂ} (hH : H.IsHermitian)
    (hloc : ∀ j k, 1 < chainDist j k → H j k = 0) (t : ℝ) (j k : Fin n) :
    ‖propagator H t j k‖
      ≤ (|t| * ‖H‖) ^ chainDist j k / ((chainDist j k).factorial : ℝ) := by
  have hdist : ∀ a b : Fin n,
      dist ((a : ℕ) : ℤ) ((b : ℕ) : ℤ) = (chainDist a b : ℝ) := by
    intro a b
    simp [chainDist, Int.dist_eq, Nat.cast_natAbs]
  rcases hd : chainDist j k with _ | d
  · -- at distance zero the bound is unitarity
    simpa using amplitude_error_le hH 0 t j k
  · refine lattice_light_cone (fun a : Fin n => ((a : ℕ) : ℤ)) zero_le_one hH ?_ t ?_
    · intro a b hab
      rw [hdist] at hab
      exact hloc a b (by exact_mod_cast hab)
    · rw [hdist, hd, mul_one]
      exact_mod_cast Nat.lt_succ_self d
```

To read off a speed, put s = |t|‖H‖ and suppose s e^(1+a) ≤ d. Since d^d/d! is one term of the series for e^d,

s^d / d! = (s e^(1+a))^d / d! · e^(−d(1+a)) ≤ d^d / d! · e^(−d(1+a)) ≤ e^(−ad).

For a > 0, amplitudes are therefore exponentially small in the distance wherever d ≥ v|t|, where v now denotes the speed ‖H‖e^(1+a) in sites per unit time. It is an upper estimate for the spreading, not the actual velocity of a wave packet.

```lean
/-- For Hermitian `H` with nearest-neighbour hopping on a chain, the amplitude at distance `d`
is at most `exp(-a d)` as long as `|t| ‖H‖ exp(1 + a) ≤ d`. -/
theorem chain_exponential_decay {n : ℕ} {H : Matrix (Fin n) (Fin n) ℂ} (hH : H.IsHermitian)
    (hloc : ∀ j k, 1 < chainDist j k → H j k = 0) (t a : ℝ) (j k : Fin n)
    (hcone : |t| * ‖H‖ * Real.exp (1 + a) ≤ (chainDist j k : ℝ)) :
    ‖propagator H t j k‖ ≤ Real.exp (-(a * (chainDist j k : ℝ))) := by
  refine (chain_light_cone hH hloc t j k).trans ?_
  have hs : 0 ≤ |t| * ‖H‖ := by positivity
  generalize chainDist j k = d at hcone ⊢
  generalize |t| * ‖H‖ = s at hs hcone ⊢
  have h1 : (s * Real.exp (1 + a)) ^ d ≤ (d : ℝ) ^ d :=
    pow_le_pow_left₀ (by positivity) hcone d
  -- the elementary half of Stirling's estimate
  have h2 : (d : ℝ) ^ d / (d.factorial : ℝ) ≤ Real.exp d :=
    Real.pow_div_factorial_le_exp (d : ℝ) (by positivity) d
  have h3 : Real.exp (1 + a) ^ d = Real.exp (d * (1 + a)) := (Real.exp_nat_mul _ _).symm
  calc s ^ d / (d.factorial : ℝ)
      = (s * Real.exp (1 + a)) ^ d / (d.factorial : ℝ) * Real.exp (-(d * (1 + a))) := by
        rw [mul_pow, h3, Real.exp_neg]
        field_simp
    _ ≤ Real.exp d * Real.exp (-(d * (1 + a))) :=
        mul_le_mul_of_nonneg_right
          ((div_le_div_of_nonneg_right h1 (by positivity)).trans h2) (Real.exp_pos _).le
    _ = Real.exp (-(a * d)) := by
        rw [← Real.exp_add]
        congr 1
        ring

end

end SingleParticleLightCone
```

```lean
#print axioms SingleParticleLightCone.chain_leading_amplitude
#print axioms SingleParticleLightCone.chain_light_cone
#print axioms SingleParticleLightCone.chain_exponential_decay
```

```
'SingleParticleLightCone.chain_leading_amplitude' depends on axioms: [propext, Classical.choice, Quot.sound]
'SingleParticleLightCone.chain_light_cone' depends on axioms: [propext, Classical.choice, Quot.sound]
'SingleParticleLightCone.chain_exponential_decay' depends on axioms: [propext, Classical.choice, Quot.sound]
```
